# A Thin Phase Specimen Adds the Probe-Weighted Phase Gradient to the Transverse Momentum

Let $p:\mathbb R\to\mathbb C$ be a continuously differentiable probe of compact support, let $f:\mathbb R\to\mathbb R$ be a continuously differentiable specimen phase, and let $\psi=p\,e^{if}$ be the exit wave. Then

$$\int\overline{\psi}\,(-i\psi')\,dx=\int\overline{p}\,(-ip')\,dx+\int|p|^2f'\,dx .$$

For a real probe $a$ the first term on the right vanishes and $\int a^2f'\,dx$ remains. Divided by the total intensity, the left side is the centre of mass of the diffraction pattern. For a nonzero probe, the specimen shifts it by an amount that lies between any bounds on $f'$ over the illuminated points.

In centre-of-mass imaging with a scanned electron probe, this relates the measured shift to the projected transverse electric field when $f$ is proportional to the projected electrostatic potential. The model is a coherent wave in one transverse dimension behind a pure phase object.

```lean
import Mathlib

open MeasureTheory
open scoped ComplexConjugate

namespace DiffractionCentreOfMass

noncomputable section
```

## The exit wave and its mean wavenumber

The specimen multiplies the probe by a phase factor:

$$\psi(x)=p(x)\,e^{if(x)} .$$

Because `f` takes real values, there is no absorption. Because the product is local, the wave does not spread inside the specimen, so multiple scattering combined with propagation through a thick crystal is not covered.

```lean
/-- The exit wave of a probe `p` behind a thin specimen that imprints the phase `f`. -/
def exitWave (p : ℝ → ℂ) (f : ℝ → ℝ) (x : ℝ) : ℂ :=
  p x * Complex.exp (Complex.I * (f x : ℂ))
```

With $\hbar=1$, momentum and angular wavenumber coincide, and the unnormalised transverse momentum is

$$P[\psi]=\int\overline{\psi(x)}\,\bigl(-i\psi'(x)\bigr)\,dx .$$

In Lean `conj` is complex conjugation, `deriv ψ x` is the derivative with respect to the real variable $x$, and the integral runs over the whole line.

```lean
/-- The transverse momentum integral of a wave, in units with `ħ = 1`. -/
def momentum (ψ : ℝ → ℂ) : ℂ :=
  ∫ x, conj (ψ x) * (-Complex.I * deriv ψ x)
```

The centre of mass is the mean wavenumber,

$$K[\psi]=\frac{\operatorname{Re}P[\psi]}{\int|\psi|^2\,dx} .$$

The real part makes `centreOfMass` a real number by type. It discards nothing for the waves considered here, since their momentum integral turns out to be real.

A definition closer to the detector would use the Fourier transform $\hat\psi(k)=\int\psi(x)e^{-ikx}\,dx$ and set $K=\int k|\hat\psi|^2dk\,/\int|\hat\psi|^2dk$. It would be real from the start, but Plancherel's theorem would then be needed to reach the real-space integral. With Mathlib's Fourier convention, whose exponent is $-2\pi ix\xi$, a factor $2\pi$ would also enter. The file starts from the real-space form and contains no Fourier transform.

```lean
/-- The centre of mass: the real part of the momentum integral per total intensity. -/
def centreOfMass (ψ : ℝ → ℂ) : ℝ :=
  (momentum ψ).re / ∫ x, ‖ψ x‖ ^ 2
```

## Integrability from compact support

Each integrand below is continuous and vanishes wherever the wave vanishes. Its support therefore lies inside that of the wave, and a continuous function of compact support is integrable. The lemma allows values in any normed group `E`, so it serves real and complex densities alike.

Compact support means that the probe is exactly zero outside a bounded region. A probe formed by a sharp aperture has tails, so this is an idealisation. In return, the phase $f$ needs no bound or decay far from the probe.

```lean
/-- A continuous density that vanishes wherever a compactly supported wave vanishes
is integrable. -/
theorem integrable_density {E : Type*} [NormedAddCommGroup E] {F : ℝ → E} {ψ : ℝ → ℂ}
    (hF : Continuous F) (hc : HasCompactSupport ψ) (h : ∀ x, ψ x = 0 → F x = 0) :
    Integrable F := by
  refine hF.integrable_of_hasCompactSupport (hc.mono ?_)
  intro x hx
  rw [Function.mem_support] at hx ⊢
  exact fun h0 => hx (h x h0)
```

## The momentum density behind the specimen

The product and chain rules give

$$\psi'=(p'+i\,p f')\,e^{if},\qquad -i\psi'=(-ip'+p f')\,e^{if} .$$

Multiplying by $\overline{\psi}=\overline{p}\,e^{-if}$ cancels the phase factors:

$$\overline{\psi}\,(-i\psi')=\overline{p}\,(-ip')+|p|^2f' .$$

In the proof, `he` differentiates the phase factor and `hd` the product. `hE` states $e^{-if}e^{if}=1$, and `hP` states $\overline{p}\,p=|p|^2$. The final `linear_combination` assembles these with $i^2=-1$. The identity is local and needs differentiability only at the point $x$.

```lean
/-- The momentum density of the exit wave is that of the probe plus the probe intensity
times the phase gradient. -/
theorem momentum_density {p : ℝ → ℂ} {f : ℝ → ℝ} {x : ℝ}
    (hp : DifferentiableAt ℝ p x) (hf : DifferentiableAt ℝ f x) :
    conj (exitWave p f x) * (-Complex.I * deriv (exitWave p f) x) =
      conj (p x) * (-Complex.I * deriv p x) + ((‖p x‖ ^ 2 * deriv f x : ℝ) : ℂ) := by
  have he : HasDerivAt (fun y => Complex.exp (Complex.I * (f y : ℂ)))
      (Complex.exp (Complex.I * (f x : ℂ)) * (Complex.I * ((deriv f x : ℝ) : ℂ))) x :=
    (hf.hasDerivAt.ofReal_comp.const_mul Complex.I).cexp
  have hd : HasDerivAt (exitWave p f)
      (deriv p x * Complex.exp (Complex.I * (f x : ℂ)) +
        p x * (Complex.exp (Complex.I * (f x : ℂ)) *
          (Complex.I * ((deriv f x : ℝ) : ℂ)))) x :=
    hp.hasDerivAt.fun_mul he
  -- the phase factor has unit modulus
  have hE : conj (Complex.exp (Complex.I * (f x : ℂ))) *
      Complex.exp (Complex.I * (f x : ℂ)) = 1 := by
    rw [← Complex.exp_conj, ← Complex.exp_add]
    simp
  have hP : conj (p x) * p x = (‖p x‖ : ℂ) ^ 2 := by
    rw [mul_comm, Complex.mul_conj, Complex.normSq_eq_norm_sq, Complex.ofReal_pow]
  rw [hd.deriv]
  simp only [exitWave, map_mul, Complex.ofReal_mul, Complex.ofReal_pow]
  linear_combination
    (conj (p x) * (-Complex.I * deriv p x)
      - Complex.I ^ 2 * conj (p x) * p x * ((deriv f x : ℝ) : ℂ)) * hE
    - conj (p x) * p x * ((deriv f x : ℝ) : ℂ) * Complex.I_sq
    + ((deriv f x : ℝ) : ℂ) * hP
```

## The momentum of the exit wave

Both terms on the right are integrable, so the identity may be integrated term by term:

$$P[\psi]=P[p]+\int|p|^2f'\,dx .$$

The hypothesis `ContDiff ℝ 1` supplies continuous derivatives. Together with the compact support of the probe, this gives the integrability of the two terms, recorded in `i1` and `i2`. `h1` inserts the pointwise identity under the integral, and `integral_add` splits it. The last integral is real and is regarded as a complex number to match the type of `momentum`.

The term $P[p]$ is easily lost when the real-probe formula is carried over to a complex probe by replacing $a^2$ with $|p|^2$. If $p=a\,e^{ih}$ with a real, continuously differentiable phase $h$ in the specimen plane, the probe already carries the momentum $\int a^2h'\,dx$, which need not vanish. A tilted incident beam, with $h(x)=qx$ and $q\neq0$, is an example. Lens aberrations modelled as a pure phase in the aperture plane are different: they leave $|\hat p|^2$, and so the mean wavenumber, unchanged. The contribution of the specimen is the shift relative to the probe without a specimen.

```lean
/-- The momentum integral of the exit wave is that of the probe plus the phase gradient
weighted with the probe intensity. -/
theorem momentum_exitWave {p : ℝ → ℂ} {f : ℝ → ℝ} (hp : ContDiff ℝ 1 p)
    (hc : HasCompactSupport p) (hf : ContDiff ℝ 1 f) :
    momentum (exitWave p f) =
      momentum p + ((∫ x, ‖p x‖ ^ 2 * deriv f x : ℝ) : ℂ) := by
  have hp' : Continuous (deriv p) := hp.continuous_deriv le_rfl
  have hf' : Continuous (deriv f) := hf.continuous_deriv le_rfl
  have i1 : Integrable (fun x => conj (p x) * (-Complex.I * deriv p x)) :=
    integrable_density ((Complex.continuous_conj.comp hp.continuous).mul
      (continuous_const.mul hp')) hc (fun x h => by simp [h])
  have i2 : Integrable (fun x => ((‖p x‖ ^ 2 * deriv f x : ℝ) : ℂ)) :=
    integrable_density (Complex.continuous_ofReal.comp
      ((hp.continuous.norm.pow 2).mul hf')) hc (fun x h => by simp [h])
  have h1 : momentum (exitWave p f) = ∫ x, (conj (p x) * (-Complex.I * deriv p x) +
      ((‖p x‖ ^ 2 * deriv f x : ℝ) : ℂ)) :=
    integral_congr_ae (Filter.Eventually.of_forall fun x =>
      momentum_density (hp.differentiable (by norm_num) x)
        (hf.differentiable (by norm_num) x))
  rw [h1, integral_add i1 i2]
  unfold momentum
  congr 1
  exact integral_complex_ofReal
```

## The momentum integral is real

Conjugating the density gives $i\,\psi\,\overline{\psi'}$. Hence

$$\overline{P[\psi]}-P[\psi]=i\int\bigl(\overline{\psi'}\,\psi+\overline{\psi}\,\psi'\bigr)dx=i\int\bigl(|\psi|^2\bigr)'dx=0,$$

because $|\psi|^2$ vanishes outside a bounded region. This is the symmetry of the momentum operator, here for continuously differentiable waves of compact support.

`h0` is the vanishing integral of the derivative of the intensity. `hsub` writes the difference between the conjugated integral and the original one as $i$ times that integral.

```lean
/-- The momentum integral of a continuously differentiable wave of compact support is real. -/
theorem conj_momentum {ψ : ℝ → ℂ} (hψ : ContDiff ℝ 1 ψ) (hc : HasCompactSupport ψ) :
    conj (momentum ψ) = momentum ψ := by
  have hψ' : Continuous (deriv ψ) := hψ.continuous_deriv le_rfl
  have cψ : Continuous (fun x => conj (ψ x)) := Complex.continuous_conj.comp hψ.continuous
  have cψ' : Continuous (fun x => conj (deriv ψ x)) := Complex.continuous_conj.comp hψ'
  have hd : ∀ x, HasDerivAt ψ (deriv ψ x) x :=
    fun x => (hψ.differentiable (by norm_num) x).hasDerivAt
  have hs : ∀ x, HasDerivAt (fun y => conj (ψ y)) (conj (deriv ψ x)) x :=
    fun x => (hd x).star
  -- the derivative of the intensity integrates to zero
  have h0 : ∫ x, (conj (deriv ψ x) * ψ x + conj (ψ x) * deriv ψ x) = 0 :=
    integral_eq_zero_of_hasDerivAt_of_integrable
      (fun x => (hs x).fun_mul (hd x))
      (integrable_density ((cψ'.mul hψ.continuous).add (cψ.mul hψ')) hc
        (fun x h => by simp [h]))
      (integrable_density (cψ.mul hψ.continuous) hc (fun x h => by simp [h]))
  have i1 : Integrable (fun x => conj (ψ x) * (-Complex.I * deriv ψ x)) :=
    integrable_density (cψ.mul (continuous_const.mul hψ')) hc (fun x h => by simp [h])
  have i2 : Integrable (fun x => conj (conj (ψ x) * (-Complex.I * deriv ψ x))) :=
    integrable_density (Complex.continuous_conj.comp
      (cψ.mul (continuous_const.mul hψ'))) hc (fun x h => by simp [h])
  have hconj : conj (momentum ψ) =
      ∫ x, conj (conj (ψ x) * (-Complex.I * deriv ψ x)) := integral_conj.symm
  have hsub : (∫ x, conj (conj (ψ x) * (-Complex.I * deriv ψ x))) - momentum ψ =
      ∫ x, Complex.I * (conj (deriv ψ x) * ψ x + conj (ψ x) * deriv ψ x) := by
    unfold momentum
    rw [← integral_sub i2 i1]
    refine integral_congr_ae (Filter.Eventually.of_forall fun x => ?_)
    simp only [map_mul, map_neg, Complex.conj_I, Complex.conj_conj]
    ring
  rw [integral_const_mul, h0, mul_zero] at hsub
  rw [hconj]
  exact sub_eq_zero.mp hsub
```

## A real probe carries no momentum

For a real wave $a$ the density is $-i\,a a'$, which is purely imaginary, so conjugation reverses its sign:

$$\overline{P[a]}=-P[a] .$$

The previous result gives $\overline{P[a]}=P[a]$, and therefore $P[a]=0$. The two equations are `h2` and `h1` in the proof. `hd` records that the derivative of $a$, taken as a complex-valued function, is the real derivative $a'$.

```lean
/-- A real, continuously differentiable wave of compact support has zero momentum integral. -/
theorem momentum_real_wave {a : ℝ → ℝ} (ha : ContDiff ℝ 1 a) (hc : HasCompactSupport a) :
    momentum (fun x => (a x : ℂ)) = 0 := by
  have hd : ∀ x, deriv (fun y => (a y : ℂ)) x = ((deriv a x : ℝ) : ℂ) := fun x =>
    ((ha.differentiable (by norm_num) x).hasDerivAt.ofReal_comp).deriv
  have h1 := conj_momentum (ψ := fun x => (a x : ℂ)) (Complex.ofRealCLM.contDiff.comp ha)
    (hc.mono (by intro x hx; simpa using hx))
  -- conjugation reverses the momentum of a real wave
  have h2 : conj (momentum (fun x => (a x : ℂ))) = -momentum (fun x => (a x : ℂ)) := by
    unfold momentum
    rw [← integral_conj, ← integral_neg]
    refine integral_congr_ae (Filter.Eventually.of_forall fun x => ?_)
    simp only [hd]
    simp
  linear_combination (1 / 2 : ℂ) * (h1.symm.trans h2)
```

Setting $p=a$ in the formula for the exit wave now leaves

$$\int\overline{\psi}\,(-i\psi')\,dx=\int a^2f'\,dx,\qquad\psi=a\,e^{if} .$$

The proof regards $a$ as a complex probe, applies the general formula, removes $P[a]$ and replaces $|a|^2$ by $a^2$. The sign of $a$ is unrestricted, so a real probe may have nodes.

```lean
/-- For a real probe `a`, the momentum integral of the exit wave `a exp(if)` is the integral
of `a² f'`. -/
theorem momentum_real_probe {a f : ℝ → ℝ} (ha : ContDiff ℝ 1 a)
    (hc : HasCompactSupport a) (hf : ContDiff ℝ 1 f) :
    momentum (exitWave (fun x => (a x : ℂ)) f) =
      ((∫ x, a x ^ 2 * deriv f x : ℝ) : ℂ) := by
  have hA : ContDiff ℝ 1 (fun x => (a x : ℂ)) := Complex.ofRealCLM.contDiff.comp ha
  have hC : HasCompactSupport (fun x => (a x : ℂ)) :=
    hc.mono (by intro x hx; simpa using hx)
  rw [momentum_exitWave hA hC hf, momentum_real_wave ha hc, zero_add]
  simp only [Complex.norm_real, Real.norm_eq_abs, sq_abs]
```

## Bounds on the shift of the centre of mass

The phase factor has modulus one, so $|\psi|=|p|$ and both waves have the same total intensity $N=\int|p|^2dx$. If $p(x_0)\neq0$ at some point $x_0$, continuity gives $N>0$. Dividing the momentum formula by $N$ yields

$$K[\psi]-K[p]=\frac1N\int|p|^2f'\,dx ,$$

which is the average of $f'$ with weight $|p|^2/N$.

Suppose $m\le f'(x)\le M$ wherever $p(x)\neq0$. Then $m|p|^2\le|p|^2f'\le M|p|^2$ holds at every point, since all three terms vanish where the probe does. Integration and division by $N$ give

$$m\le K[\psi]-K[p]\le M .$$

The theorem states this last line as membership of the closed interval `Set.Icc m M`. The weighted average is the intermediate equation `key`. `hn` is the preserved modulus, `hD` the positive intensity, and the two final branches prove the lower and the upper bound through `integral_mono`.

The bounds concern illuminated points only, so a steep phase elsewhere in the specimen has no influence. The hypothesis `h₀` excludes the zero probe, for which a centre of mass has no physical meaning.

```lean
/-- The specimen shifts the centre of mass by an amount between any lower and upper bounds
of the phase gradient on the illuminated points. -/
theorem centreOfMass_shift_mem {p : ℝ → ℂ} {f : ℝ → ℝ} {m M x₀ : ℝ}
    (hp : ContDiff ℝ 1 p) (hc : HasCompactSupport p) (hf : ContDiff ℝ 1 f)
    (h₀ : p x₀ ≠ 0) (h : ∀ x, p x ≠ 0 → m ≤ deriv f x ∧ deriv f x ≤ M) :
    centreOfMass (exitWave p f) - centreOfMass p ∈ Set.Icc m M := by
  have hn : ∀ x, ‖exitWave p f x‖ = ‖p x‖ := fun x => by
    rw [exitWave, norm_mul, mul_comm Complex.I, Complex.norm_exp_ofReal_mul_I, mul_one]
  have c2 : Continuous (fun x => ‖p x‖ ^ 2) := hp.continuous.norm.pow 2
  have i1 : Integrable (fun x => ‖p x‖ ^ 2) :=
    integrable_density c2 hc (fun x hx => by simp [hx])
  have i2 : Integrable (fun x => ‖p x‖ ^ 2 * deriv f x) :=
    integrable_density (c2.mul (hf.continuous_deriv le_rfl)) hc (fun x hx => by simp [hx])
  -- a nonzero probe carries positive intensity
  have hD : 0 < ∫ x, ‖p x‖ ^ 2 :=
    c2.integral_pos_of_hasCompactSupport_nonneg_nonzero
      (hc.mono (by intro x hx; simpa using hx)) (fun x => sq_nonneg ‖p x‖)
      (x := x₀) (pow_ne_zero 2 (norm_ne_zero_iff.mpr h₀))
  have key : centreOfMass (exitWave p f) - centreOfMass p =
      (∫ x, ‖p x‖ ^ 2 * deriv f x) / ∫ x, ‖p x‖ ^ 2 := by
    unfold centreOfMass
    rw [momentum_exitWave hp hc hf]
    simp only [hn, Complex.add_re, Complex.ofReal_re]
    ring
  rw [key]
  constructor
  · rw [le_div_iff₀ hD, ← integral_const_mul]
    refine integral_mono (i1.const_mul m) i2 (fun x => ?_)
    show m * ‖p x‖ ^ 2 ≤ ‖p x‖ ^ 2 * deriv f x
    by_cases hx : p x = 0
    · simp [hx]
    · nlinarith [mul_le_mul_of_nonneg_left (h x hx).1 (sq_nonneg ‖p x‖)]
  · rw [div_le_iff₀ hD, ← integral_const_mul]
    refine integral_mono i2 (i1.const_mul M) (fun x => ?_)
    show ‖p x‖ ^ 2 * deriv f x ≤ M * ‖p x‖ ^ 2
    by_cases hx : p x = 0
    · simp [hx]
    · nlinarith [mul_le_mul_of_nonneg_left (h x hx).2 (sq_nonneg ‖p x‖)]
```

## A uniform phase gradient

If $f'(x)=g$ at every illuminated point, both bounds may be taken equal to $g$, and the interval shrinks to a single value:

$$K[\psi]=K[p]+g .$$

This describes a uniform transverse field across the probe, or a wedge of constant slope and uniform inner potential. The probe may be complex: a tilt of the incident beam, for example, changes $K[p]$ but not the shift. The proof applies the previous theorem with $m=M=g$ and combines the two inequalities.

```lean
/-- A phase gradient equal to `g` on all illuminated points shifts the centre of mass by
exactly `g`. -/
theorem centreOfMass_uniform_gradient {p : ℝ → ℂ} {f : ℝ → ℝ} {g x₀ : ℝ}
    (hp : ContDiff ℝ 1 p) (hc : HasCompactSupport p) (hf : ContDiff ℝ 1 f)
    (h₀ : p x₀ ≠ 0) (h : ∀ x, p x ≠ 0 → deriv f x = g) :
    centreOfMass (exitWave p f) = centreOfMass p + g := by
  have hs := centreOfMass_shift_mem hp hc hf h₀
    (fun x hx => ⟨(h x hx).ge, (h x hx).le⟩)
  linarith [hs.1, hs.2]

end

end DiffractionCentreOfMass
```

```lean
#print axioms DiffractionCentreOfMass.momentum_exitWave
#print axioms DiffractionCentreOfMass.momentum_real_probe
#print axioms DiffractionCentreOfMass.centreOfMass_uniform_gradient
```

```
'DiffractionCentreOfMass.momentum_exitWave' depends on axioms: [propext, Classical.choice, Quot.sound]
'DiffractionCentreOfMass.momentum_real_probe' depends on axioms: [propext, Classical.choice, Quot.sound]
'DiffractionCentreOfMass.centreOfMass_uniform_gradient' depends on axioms: [propext, Classical.choice, Quot.sound]
```
